# Occupations and pair density matrix of a geminal power from ratios of elementary symmetric polynomials

In a geminal power all electron pairs share one two-electron function, here a superposition of doubly occupied orbitals. When this function is spread over more orbitals than there are pairs, orbitals can be partly filled and pairs can move coherently from one orbital to another. When the state is nonzero, both the filling probabilities and the pair-transfer elements follow from the geminal amplitudes in closed form.

In Lean 4 with Mathlib:

```lean
import Mathlib

open ComplexConjugate

namespace GeminalPowerDensity

noncomputable section

/-- A seniority-zero state: one complex amplitude for each set of doubly occupied orbitals. -/
abbrev PairState (ι : Type*) := Finset ι → ℂ

variable {ι : Type*} [Fintype ι] [DecidableEq ι]

/-- The inner product of two seniority-zero states. -/
def overlap (φ ψ : PairState ι) : ℂ := ∑ S, conj (φ S) * ψ S

/-- Creation of an electron pair in orbital `i`. -/
def create (i : ι) (ψ : PairState ι) : PairState ι :=
  fun S => if i ∈ S then ψ (S.erase i) else 0

/-- Annihilation of the electron pair in orbital `i`. -/
def annihilate (i : ι) (ψ : PairState ι) : PairState ι :=
  fun S => if i ∈ S then 0 else ψ (insert i S)

/-- The state without any pairs. -/
def vacuum : PairState ι := fun S => if S = ∅ then 1 else 0

/-- The geminal creation operator, the sum of `g p` times pair creation in orbital `p`. -/
def geminalCreation (g : ι → ℂ) (ψ : PairState ι) : PairState ι :=
  fun S => ∑ p, g p * create p ψ S

/-- The state of `N` pairs whose amplitude on a set of orbitals is the product of the `g p`. -/
def geminalPower (g : ι → ℂ) (N : ℕ) : PairState ι :=
  fun S => if S.card = N then ∏ p ∈ S, g p else 0

/-- The orbital weights `x p = |g p|²`. -/
def pairWeight (g : ι → ℂ) : ι → ℝ := fun p => ‖g p‖ ^ 2

/-- The elementary symmetric polynomial of degree `k` in the weights of the orbitals in `A`. -/
def elemSym (x : ι → ℝ) (A : Finset ι) (k : ℕ) : ℝ :=
  ∑ S ∈ A.powersetCard k, ∏ p ∈ S, x p

/-- The geminal power of `N` pairs divided by the square root of `e_N(x)`. -/
def normalizedPower (g : ι → ℂ) (N : ℕ) : PairState ι :=
  (((√(elemSym (pairWeight g) Finset.univ N))⁻¹ : ℝ) : ℂ) • geminalPower g N

/-- The pair density matrix: the overlap of `φ` with the result of annihilating a pair in `j` and
creating one in `i`. -/
def pairDensity (φ : PairState ι) (i j : ι) : ℂ := overlap φ (create i (annihilate j φ))

/-- The occupation of orbital `i`: the summed squared amplitudes of the sets containing `i`. -/
def occupation (φ : PairState ι) (i : ι) : ℝ :=
  ∑ S ∈ Finset.univ.filter (fun S : Finset ι => i ∈ S), ‖φ S‖ ^ 2

/-- Applying the geminal creation operator `N` times to the vacuum gives `N!` times the state
with product amplitudes. -/
theorem geminalCreation_iterate (g : ι → ℂ) (N : ℕ) :
    (geminalCreation g)^[N] vacuum = (N.factorial : ℂ) • geminalPower g N := by
  have hlin : ∀ (c : ℂ) (ψ : PairState ι),
      geminalCreation g (c • ψ) = c • geminalCreation g ψ := by
    intro c ψ
    funext S
    simp only [geminalCreation, create, Pi.smul_apply, smul_eq_mul, Finset.mul_sum]
    refine Finset.sum_congr rfl fun p _ => ?_
    split_ifs <;> ring
  -- one more geminal: each orbital of the set can be the one filled last
  have hstep : ∀ n : ℕ, geminalCreation g (geminalPower g n)
      = ((n : ℂ) + 1) • geminalPower g (n + 1) := by
    intro n
    funext S
    have h : ∀ p, g p * create p (geminalPower g n) S
        = if p ∈ S then geminalPower g (n + 1) S else 0 := by
      intro p
      by_cases hp : p ∈ S
      · have hc := Finset.card_erase_add_one hp
        by_cases hS : S.card = n + 1
        · have he : (S.erase p).card = n := by omega
          simp only [create, geminalPower, if_pos hp, if_pos hS, if_pos he]
          exact Finset.mul_prod_erase S g hp
        · have he : ¬ (S.erase p).card = n := by omega
          simp only [create, geminalPower, if_pos hp, if_neg hS, if_neg he, mul_zero]
      · simp [create, hp]
    simp only [geminalCreation, h, Pi.smul_apply, smul_eq_mul]
    rw [Finset.sum_ite_mem, Finset.univ_inter, Finset.sum_const, nsmul_eq_mul]
    by_cases hS : S.card = n + 1
    · rw [hS, Nat.cast_add, Nat.cast_one]
    · simp [geminalPower, hS]
  induction N with
  | zero =>
    funext S
    by_cases h : S = ∅ <;> simp [vacuum, geminalPower, h]
  | succ n ih =>
    rw [Function.iterate_succ_apply', ih, hlin, hstep, smul_smul, Nat.factorial_succ]
    congr 1
    push_cast
    ring

/-- Pair creation is the adjoint of pair annihilation. -/
theorem overlap_create (i : ι) (φ ψ : PairState ι) :
    overlap φ (create i ψ) = overlap (annihilate i φ) ψ := by
  have h1 : overlap φ (create i ψ) = ∑ S ∈ Finset.univ.filter (fun S : Finset ι => i ∈ S),
      conj (φ S) * ψ (S.erase i) := by
    rw [Finset.sum_filter, overlap]
    refine Finset.sum_congr rfl fun S _ => ?_
    by_cases h : i ∈ S <;> simp [create, h]
  have h2 : overlap (annihilate i φ) ψ = ∑ S ∈ Finset.univ.filter (fun S : Finset ι => i ∉ S),
      conj (φ (insert i S)) * ψ S := by
    rw [Finset.sum_filter, overlap]
    refine Finset.sum_congr rfl fun S _ => ?_
    by_cases h : i ∈ S <;> simp [annihilate, h]
  rw [h1, h2]
  -- removing and inserting orbital `i` match the two families of sets
  refine Finset.sum_nbij' (fun S => S.erase i) (fun S => insert i S) ?_ ?_ ?_ ?_ ?_
  · intro S _
    simp
  · intro S _
    simp
  · intro S hS
    exact Finset.insert_erase (Finset.mem_filter.1 hS).2
  · intro S hS
    exact Finset.erase_insert (Finset.mem_filter.1 hS).2
  · intro S hS
    simp only [Finset.insert_erase (Finset.mem_filter.1 hS).2]

omit [Fintype ι] in
/-- Annihilating pair `i` in a geminal power leaves `g i` times the power with one pair fewer,
restricted to sets that avoid `i`. -/
theorem annihilate_geminalPower (g : ι → ℂ) (N : ℕ) (i : ι) (S : Finset ι) :
    annihilate i (geminalPower g (N + 1)) S
      = if i ∈ S then 0 else g i * geminalPower g N S := by
  by_cases hi : i ∈ S
  · simp [annihilate, hi]
  · by_cases hk : S.card = N <;> simp [annihilate, geminalPower, hi, hk]

/-- The squared amplitudes of a geminal power, summed over the sets inside `A`, give the
elementary symmetric polynomial of the weights in `A`. -/
theorem sum_sq_amplitudes (g : ι → ℂ) (A : Finset ι) (N : ℕ) :
    ∑ S ∈ Finset.univ.filter (fun S : Finset ι => S ⊆ A),
      conj (geminalPower g N S) * geminalPower g N S = (elemSym (pairWeight g) A N : ℂ) := by
  have hA : A.powersetCard N = (Finset.univ.filter (fun S : Finset ι => S ⊆ A)).filter
      (fun S : Finset ι => S.card = N) := by
    ext S
    simp [Finset.mem_powersetCard]
  rw [elemSym, hA, Complex.ofReal_sum, Finset.sum_filter (fun S : Finset ι => S.card = N)]
  refine Finset.sum_congr rfl fun S _ => ?_
  by_cases hk : S.card = N
  · simp only [geminalPower, if_pos hk]
    rw [map_prod, ← Finset.prod_mul_distrib, Complex.ofReal_prod]
    refine Finset.prod_congr rfl fun p _ => ?_
    rw [Complex.conj_mul', pairWeight, Complex.ofReal_pow]
  · simp [geminalPower, hk]

/-- The diagonal of the pair density matrix is the occupation. -/
theorem pairDensity_self (φ : PairState ι) (i : ι) :
    pairDensity φ i i = (occupation φ i : ℂ) := by
  rw [occupation, Complex.ofReal_sum, Finset.sum_filter, pairDensity, overlap]
  refine Finset.sum_congr rfl fun S _ => ?_
  by_cases hi : i ∈ S
  · simp only [create, annihilate, if_pos hi]
    rw [if_neg (Finset.notMem_erase i S), Finset.insert_erase hi, Complex.conj_mul',
      Complex.ofReal_pow]
  · simp [create, hi]

/-- Before normalisation, the pair density matrix of `N + 1` pairs is
`conj (g i) * g j` times `e_N` of the weights without `i` and `j`. -/
theorem pairDensity_geminalPower (g : ι → ℂ) (N : ℕ) (i j : ι) :
    pairDensity (geminalPower g (N + 1)) i j
      = conj (g i) * g j * (elemSym (pairWeight g) (Finset.univ \ {i, j}) N : ℂ) := by
  rw [pairDensity, overlap_create, ← sum_sq_amplitudes, Finset.mul_sum, Finset.sum_filter,
    overlap]
  refine Finset.sum_congr rfl fun S _ => ?_
  have hs : S ⊆ Finset.univ \ {i, j} ↔ i ∉ S ∧ j ∉ S := by
    constructor
    · intro h
      exact ⟨fun hi => by have := h hi; simp at this, fun hj => by have := h hj; simp at this⟩
    · rintro ⟨hi, hj⟩ p hp
      simp only [Finset.mem_sdiff, Finset.mem_univ, true_and, Finset.mem_insert,
        Finset.mem_singleton, not_or]
      exact ⟨fun h => hi (h ▸ hp), fun h => hj (h ▸ hp)⟩
  rw [annihilate_geminalPower, annihilate_geminalPower]
  -- only sets avoiding both orbitals contribute
  by_cases hi : i ∈ S
  · rw [if_pos hi, map_zero, zero_mul, if_neg (fun h => (hs.1 h).1 hi)]
  · by_cases hj : j ∈ S
    · rw [if_pos hj, mul_zero, if_neg (fun h => (hs.1 h).2 hj)]
    · rw [if_neg hi, if_neg hj, if_pos (hs.2 ⟨hi, hj⟩), map_mul]
      ring

/-- If `e_{N+1}(x) > 0`, the normalised geminal power of `N + 1` pairs has norm one, and its
occupations and pair density matrix are `|g i|²` and `conj (g i) * g j` times ratios of elementary
symmetric polynomials. -/
theorem geminalPower_density_matrices (g : ι → ℂ) (N : ℕ)
    (h : 0 < elemSym (pairWeight g) Finset.univ (N + 1)) :
    overlap (normalizedPower g (N + 1)) (normalizedPower g (N + 1)) = 1 ∧
    (∀ i, occupation (normalizedPower g (N + 1)) i
      = pairWeight g i * elemSym (pairWeight g) (Finset.univ.erase i) N
        / elemSym (pairWeight g) Finset.univ (N + 1)) ∧
    (∀ i j, pairDensity (normalizedPower g (N + 1)) i j
      = conj (g i) * g j * (elemSym (pairWeight g) (Finset.univ \ {i, j}) N : ℂ)
        / (elemSym (pairWeight g) Finset.univ (N + 1) : ℂ)) := by
  have hr : (((√(elemSym (pairWeight g) Finset.univ (N + 1)))⁻¹ : ℝ) : ℂ) ^ 2
      = (elemSym (pairWeight g) Finset.univ (N + 1) : ℂ)⁻¹ := by
    rw [← Complex.ofReal_pow, inv_pow, Real.sq_sqrt h.le, Complex.ofReal_inv]
  -- both quantities are quadratic in the state
  have hov : ∀ (r : ℝ) (ψ : PairState ι),
      overlap ((r : ℂ) • ψ) ((r : ℂ) • ψ) = (r : ℂ) ^ 2 * overlap ψ ψ := by
    intro r ψ
    simp only [overlap, Pi.smul_apply, smul_eq_mul, Finset.mul_sum, map_mul,
      Complex.conj_ofReal]
    exact Finset.sum_congr rfl fun S _ => by ring
  have hpd : ∀ (r : ℝ) (ψ : PairState ι) (i j : ι),
      pairDensity ((r : ℂ) • ψ) i j = (r : ℂ) ^ 2 * pairDensity ψ i j := by
    intro r ψ i j
    simp only [pairDensity, overlap, create, annihilate, Pi.smul_apply, smul_eq_mul,
      Finset.mul_sum, map_mul, Complex.conj_ofReal]
    refine Finset.sum_congr rfl fun S _ => ?_
    split_ifs <;> ring
  have hP : ∀ i j, pairDensity (normalizedPower g (N + 1)) i j
      = conj (g i) * g j * (elemSym (pairWeight g) (Finset.univ \ {i, j}) N : ℂ)
        / (elemSym (pairWeight g) Finset.univ (N + 1) : ℂ) := by
    intro i j
    rw [normalizedPower, hpd, hr, pairDensity_geminalPower, div_eq_mul_inv, mul_comm]
  refine ⟨?_, ?_, hP⟩
  · have hn : overlap (geminalPower g (N + 1)) (geminalPower g (N + 1))
        = (elemSym (pairWeight g) Finset.univ (N + 1) : ℂ) := by
      rw [← sum_sq_amplitudes, overlap,
        Finset.filter_true_of_mem (fun S _ => Finset.subset_univ S)]
    rw [normalizedPower, hov, hr, hn]
    exact inv_mul_cancel₀ (Complex.ofReal_ne_zero.2 h.ne')
  · intro i
    apply Complex.ofReal_injective
    have he : (Finset.univ \ {i, i} : Finset ι) = Finset.univ.erase i := by
      ext p
      simp
    rw [← pairDensity_self, hP, he, Complex.conj_mul', Complex.ofReal_div, Complex.ofReal_mul,
      show pairWeight g i = ‖g i‖ ^ 2 from rfl, Complex.ofReal_pow]

/-- If all amplitudes are 1 on `M ≥ N + 1` orbitals, every off-diagonal element of the pair density
matrix of the normalised power of `N + 1` pairs is `(N + 1) (M - (N + 1)) / (M (M - 1))`. -/
theorem pairDensity_uniform (N : ℕ) (hN : N + 1 ≤ Fintype.card ι) {i j : ι} (hij : i ≠ j) :
    pairDensity (normalizedPower (fun _ : ι => (1 : ℂ)) (N + 1)) i j
      = ((N : ℂ) + 1) * ((Fintype.card ι : ℂ) - ((N : ℂ) + 1))
        / ((Fintype.card ι : ℂ) * ((Fintype.card ι : ℂ) - 1)) := by
  have hu : ∀ (A : Finset ι) (k : ℕ),
      elemSym (pairWeight (fun _ : ι => (1 : ℂ))) A k = (A.card.choose k : ℝ) := by
    intro A k
    simp [elemSym, pairWeight]
  have hpos : 0 < elemSym (pairWeight (fun _ : ι => (1 : ℂ))) Finset.univ (N + 1) := by
    rw [hu, Finset.card_univ]
    exact_mod_cast Nat.choose_pos hN
  rw [(geminalPower_density_matrices _ N hpos).2.2 i j, hu, hu, Finset.card_univ]
  have hc := Finset.card_sdiff_add_card_eq_card (Finset.subset_univ ({i, j} : Finset ι))
  rw [Finset.card_pair hij, Finset.card_univ] at hc
  generalize (Finset.univ \ {i, j} : Finset ι).card = m at hc ⊢
  rw [← hc] at hN ⊢
  obtain ⟨d, hd⟩ := Nat.exists_eq_add_of_le (show N ≤ m + 1 by omega)
  -- two absorption identities for binomial coefficients
  have h1 : (m + 2) * (m + 1).choose N = (m + 2).choose (N + 1) * (N + 1) :=
    Nat.add_one_mul_choose_eq (m + 1) N
  have h2 : m.choose N * (m + 1) = (m + 1).choose N * d := by
    have e : m + 1 - N = d := by omega
    rw [← e]
    exact Nat.choose_mul_succ_eq m N
  have h1' : ((m : ℂ) + 2) * ((m + 1).choose N : ℂ)
      = ((m + 2).choose (N + 1) : ℂ) * ((N : ℂ) + 1) := by exact_mod_cast h1
  have h2' : (m.choose N : ℂ) * ((m : ℂ) + 1) = ((m + 1).choose N : ℂ) * (d : ℂ) := by
    exact_mod_cast h2
  have hd' : (m : ℂ) + 1 = (N : ℂ) + d := by exact_mod_cast hd
  have hC : ((m + 2).choose (N + 1) : ℂ) ≠ 0 := by
    exact_mod_cast (Nat.choose_pos hN).ne'
  have hM : ((m : ℂ) + 2) * ((m : ℂ) + 2 - 1) ≠ 0 := by
    have a : (m : ℂ) + 2 ≠ 0 := by exact_mod_cast (show m + 2 ≠ 0 by omega)
    rw [show (m : ℂ) + 2 - 1 = (m : ℂ) + 1 by ring]
    exact mul_ne_zero a (Nat.cast_add_one_ne_zero m)
  simp only [map_one, one_mul, Complex.ofReal_natCast, Nat.cast_add, Nat.cast_ofNat]
  rw [div_eq_div_iff hC hM]
  linear_combination ((m : ℂ) + 2) * h2' + (d : ℂ) * h1'
    - ((N : ℂ) + 1) * ((m + 2).choose (N + 1) : ℂ) * hd'

end

end GeminalPowerDensity
```

```lean
#print axioms GeminalPowerDensity.geminalCreation_iterate
#print axioms GeminalPowerDensity.geminalPower_density_matrices
#print axioms GeminalPowerDensity.pairDensity_uniform
```

```
'GeminalPowerDensity.geminalCreation_iterate' depends on axioms: [propext, Classical.choice, Quot.sound]
'GeminalPowerDensity.geminalPower_density_matrices' depends on axioms: [propext, Classical.choice, Quot.sound]
'GeminalPowerDensity.pairDensity_uniform' depends on axioms: [propext, Classical.choice, Quot.sound]
```

## The norm and the two ratios

Let \(g_p\) be the complex geminal amplitude of orbital \(p\), let \(x_p=|g_p|^2\), and let

\[
e_k(A)=\sum_{S\subseteq A,\ |S|=k}\ \prod_{p\in S}x_p
\]

be the elementary symmetric polynomial of the weights in a set \(A\) of orbitals. Write \(e_k\) when \(A\) contains all orbitals. The theorem `geminalPower_density_matrices` treats \(N+1\) pairs, with \(N\ge 0\), and assumes \(e_{N+1}>0\). The normalised state then has norm one, and for all orbitals \(i,j\)

\[
n_i=\frac{x_i\,e_N(\text{all but } i)}{e_{N+1}},\qquad
P_{ij}=\frac{g_i^*g_j\,e_N(\text{all but } i,j)}{e_{N+1}} .
\]

For real amplitudes the conjugation has no effect. At \(i=j\) the second formula reduces to the first.

The hypothesis means that at least \(N+1\) orbitals have nonzero amplitude. With fewer, the Pauli principle leaves no room for the pairs and the state vanishes.

## Pairs as amplitudes on orbital sets

In each configuration of a seniority-zero state, every spatial orbital is either empty or doubly occupied. `PairState ι` therefore assigns a complex number to each finite set of filled orbitals, with `ι` a finite orbital basis. The operators `create i` and `annihilate i`, written \(b_i^\dagger\) and \(b_i\) below, add or remove a whole pair. They are defined directly on these amplitudes, not derived from electron operators.

`geminalPower g N` gives each set of \(N\) orbitals the product of its amplitudes, and `normalizedPower` divides this by \(\sqrt{e_N}\). `pairDensity φ i j` is \(\langle\phi|b_i^\dagger b_j\phi\rangle\), which is the expectation value when \(\phi\) is normalised. This order of the indices puts the conjugate on \(g_i\). `occupation φ i` is the total squared amplitude of the sets containing \(i\). It counts pairs, so orbital \(i\) holds \(2n_i\) electrons on average.

The basis in which the geminal is diagonal is taken as given. Broken pairs and the density correlations \(\langle b_i^\dagger b_i b_j^\dagger b_j\rangle\) are not treated.

## Only sets avoiding both orbitals contribute

The product amplitudes do describe a power. Let \(G=\sum_p g_p b_p^\dagger\) act on the product state of \(n\) pairs. On a set \(S\) of \(n+1\) orbitals, any \(p\in S\) may have been filled last, and each choice contributes \(g_p\prod_{q\in S\setminus\{p\}}g_q=\prod_{q\in S}g_q\). The \(n+1\) equal terms give a factor \(n+1\), so \(N\) applications to the vacuum give \(N!\) times the product state. This is `geminalCreation_iterate`, where `hstep` is the single application and induction accumulates the factorial.

Next, for any states \(\phi,\psi\),

\[
\langle\phi|b_i^\dagger\psi\rangle
=\sum_{S\ni i}\phi(S)^*\psi(S\setminus\{i\})
=\sum_{T\not\ni i}\phi(T\cup\{i\})^*\psi(T)
=\langle b_i\phi|\psi\rangle .
\]

In `overlap_create`, `Finset.sum_nbij'` performs the change of summation set by removing and inserting \(i\).

Let \(\Psi\) be the unnormalised power of \(N+1\) pairs. By `annihilate_geminalPower`, \(b_i\Psi\) has amplitude \(g_i\prod_{p\in T}g_p\) on sets \(T\) of \(N\) orbitals that avoid \(i\), and zero elsewhere. Hence

\[
\langle\Psi|b_i^\dagger b_j\Psi\rangle=\langle b_i\Psi|b_j\Psi\rangle
=g_i^*g_j\sum_{\substack{|T|=N\\ i,j\notin T}}\ \prod_{p\in T}x_p
=g_i^*g_j\,e_N(\text{all but }i,j).
\]

This is `pairDensity_geminalPower`. Its case split discards sets containing \(i\) or \(j\), and `sum_sq_amplitudes` identifies the remaining sum. The same lemma, applied to all orbitals, gives \(\langle\Psi|\Psi\rangle=e_{N+1}\).

Both quantities are quadratic in the state, so normalisation divides them by \(e_{N+1}\); `hov`, `hpd` and `hr` carry this out. Finally, \(b_i^\dagger b_i\) keeps exactly the sets containing \(i\), so \(P_{ii}=n_i\), as `pairDensity_self` states.

## Equal amplitudes on \(M\) orbitals

If every \(g_p=1\), then \(e_k(A)=\binom{|A|}{k}\). For \(N+1\le M\) and \(i\ne j\), `pairDensity_uniform` gives

\[
P_{ij}=\frac{\binom{M-2}{N}}{\binom{M}{N+1}}
=\frac{(N+1)(M-N-1)}{M(M-1)} .
\]

The second equality combines \(M\binom{M-1}{N}=(N+1)\binom{M}{N+1}\) with \((M-1)\binom{M-2}{N}=(M-1-N)\binom{M-1}{N}\). These are `h1` and `h2` in the proof, with `m` standing for \(M-2\), and `linear_combination` joins them. At full filling, \(N+1=M\), the element is zero because a pair has no empty orbital to enter.

## Two pairs in three orbitals

Take \(g=(2,1,-1)\), so \(x=(4,1,1)\) and \(N=1\). Then \(e_2=4+4+1=9\), and

\[
n_1=\frac{4(1+1)}{9}=\frac89,\qquad n_2=n_3=\frac{1(4+1)}{9}=\frac59 .
\]

They add up to two pairs. For the transfer between orbitals 2 and 3, only orbital 1 remains for the other pair, so \(P_{23}=(1)(-1)(4)/9=-4/9\). The normalised amplitudes on \(\{1,2\}\), \(\{1,3\}\) and \(\{2,3\}\) are \(2/3\), \(-2/3\) and \(-1/3\). The transfer connects the first two, and their product is again \(-4/9\).

## Evaluating the pair-transfer energy

For a geminal power in a finite basis of real orbitals, the electronic energy contains the pair-transfer term \(\sum_{i\ne j}K_{ij}P_{ij}\), where \(K_{ij}\) is the exchange integral. A program can evaluate the required polynomials without listing all subsets by adding one orbital \(p\notin A\) at a time:

\[
e_k(A\cup\{p\})=e_k(A)+x_p\,e_{k-1}(A)\qquad(k\ge1),\qquad e_0=1 .
\]

It starts from the empty set, where \(e_k=0\) for \(k\ge1\). All terms are nonnegative, so this recursion involves no cancellation. Running it with \(i\) and \(j\) left out gives the polynomial in the numerator of \(P_{ij}\), whereas removing them afterwards by subtraction can lose digits.
